# The Miller-Good transformation preserves the Wronskian at corresponding points

A Miller-Good wave is built from a comparison wave w by a change of coordinate ξ, as u(x) = ξ′(x)^(-1/2) w(ξ(x)). The theorem `wronskian_preserved` says that for two such waves, built from w and v with the same ξ, the Wronskian at x equals w v′ − w′ v taken at ξ(x). Here ξ is real, three times differentiable on an open set containing x, with ξ′ > 0 there; w and v are complex-valued and differentiable at ξ(x), and need not solve any wave equation. The proof puts in the known slope of each Miller-Good wave and uses the fact that the squared amplitude times ξ′ is 1, a real identity `ha` which it restates over the complex numbers as `hc`.

Lean 4 with Mathlib refuses this proof:

```lean
import Mathlib

open Topology

namespace MillerGoodComparison

noncomputable section

/-- A change of coordinate `ξ` on an open set `S`, three times differentiable
with `ξ' > 0`. -/
structure ComparisonMap (S : Set ℝ) (ξ : ℝ → ℝ) : Prop where
  isOpen : IsOpen S
  diff₁ : ∀ x ∈ S, DifferentiableAt ℝ ξ x
  diff₂ : ∀ x ∈ S, DifferentiableAt ℝ (deriv ξ) x
  diff₃ : ∀ x ∈ S, DifferentiableAt ℝ (deriv (deriv ξ)) x
  pos : ∀ x ∈ S, 0 < deriv ξ x

/-- The amplitude factor `(ξ')^(-1/2)`. -/
def amplitude (ξ : ℝ → ℝ) (x : ℝ) : ℝ := (√(deriv ξ x))⁻¹

/-- The Miller-Good wave `u = (ξ')^(-1/2) w(ξ)`. -/
def millerGood (ξ : ℝ → ℝ) (w : ℝ → ℂ) (x : ℝ) : ℂ := amplitude ξ x • w (ξ x)

variable {S : Set ℝ} {ξ q : ℝ → ℝ} {w : ℝ → ℂ} {x : ℝ}

/-- The amplitude `a = (ξ')^(-1/2)` obeys `a' = -(ξ''/(2 ξ')) a`. -/
theorem hasDerivAt_amplitude (hξ : ComparisonMap S ξ) (hx : x ∈ S) :
    HasDerivAt (amplitude ξ)
      (-(deriv (deriv ξ) x / (2 * deriv ξ x)) * amplitude ξ x) x := by
  have hp := hξ.pos x hx
  have h : HasDerivAt (amplitude ξ) _ x :=
    ((hξ.diff₂ x hx).hasDerivAt.sqrt hp.ne').inv (Real.sqrt_pos.2 hp).ne'
  refine h.congr_deriv ?_
  simp only [amplitude, Real.sq_sqrt hp.le]
  ring

/-- The slope of the Miller-Good wave:
`u' = (ξ')^(-1/2) (ξ' w'(ξ) - (ξ''/(2 ξ')) w(ξ))`. -/
theorem hasDerivAt_millerGood (hξ : ComparisonMap S ξ) (hx : x ∈ S)
    (hw : DifferentiableAt ℝ w (ξ x)) :
    HasDerivAt (millerGood ξ w) (amplitude ξ x • (deriv ξ x • deriv w (ξ x) -
      (deriv (deriv ξ) x / (2 * deriv ξ x)) • w (ξ x))) x := by
  have hW : HasDerivAt (fun y => w (ξ y)) (deriv ξ x • deriv w (ξ x)) x :=
    hw.hasDerivAt.scomp x (hξ.diff₁ x hx).hasDerivAt
  have h : HasDerivAt (millerGood ξ w) (amplitude ξ x • (deriv ξ x • deriv w (ξ x)) +
      (-(deriv (deriv ξ) x / (2 * deriv ξ x)) * amplitude ξ x) • w (ξ x)) x :=
    (hasDerivAt_amplitude hξ hx).smul hW
  refine h.congr_deriv ?_
  module

/-- The Wronskian of two Miller-Good waves at `x` equals that of the comparison waves
at `ξ(x)`. -/
theorem wronskian_preserved {v : ℝ → ℂ} (hξ : ComparisonMap S ξ) (hx : x ∈ S)
    (hw : DifferentiableAt ℝ w (ξ x)) (hv : DifferentiableAt ℝ v (ξ x)) :
    millerGood ξ w x * deriv (millerGood ξ v) x -
      deriv (millerGood ξ w) x * millerGood ξ v x =
    w (ξ x) * deriv v (ξ x) - deriv w (ξ x) * v (ξ x) := by
  have hp := hξ.pos x hx
  have ha : amplitude ξ x ^ 2 * deriv ξ x = 1 := by
    rw [amplitude, inv_pow, Real.sq_sqrt hp.le, inv_mul_cancel₀ hp.ne']
  have hc : (amplitude ξ x : ℂ) ^ 2 * (deriv ξ x : ℂ) = 1 := by exact_mod_cast ha
  rw [(hasDerivAt_millerGood hξ hx hw).deriv, (hasDerivAt_millerGood hξ hx hv).deriv]
  simp only [millerGood, Complex.real_smul]
  linear_combination (w (ξ x) * deriv v (ξ x) - deriv w (ξ x) * v (ξ x)) * hc

end

end MillerGoodComparison
```

The compiler's answer:

```
Main.lean:61:45: error: Application type mismatch: The argument
  ξ
has type
  ℝ → ℝ
but is expected to have type
  ℝ → ℂ
in the application
  deriv ξ
```

The change, after which it compiles:

```diff
@@ -59,5 +59,5 @@
   have ha : amplitude ξ x ^ 2 * deriv ξ x = 1 := by
     rw [amplitude, inv_pow, Real.sq_sqrt hp.le, inv_mul_cancel₀ hp.ne']
-  have hc : (amplitude ξ x : ℂ) ^ 2 * (deriv ξ x : ℂ) = 1 := by exact_mod_cast ha
+  have hc : (amplitude ξ x : ℂ) ^ 2 * ((deriv ξ x : ℝ) : ℂ) = 1 := by exact_mod_cast ha
   rw [(hasDerivAt_millerGood hξ hx hw).deriv, (hasDerivAt_millerGood hξ hx hv).deriv]
   simp only [millerGood, Complex.real_smul]
```

Cause. The error lies in the statement of `hc`, at `(deriv ξ x : ℂ)`. The annotation was meant to take the real number ξ′(x) and view it as complex. But `deriv` works for functions with values in many spaces, and Lean uses the expected type `ℂ` to settle which one is meant. It therefore reads the expression as the derivative of a complex-valued function, wants an argument of type `ℝ → ℂ`, and rejects `ξ`, which has type `ℝ → ℝ`.

The neighbouring `(amplitude ξ x : ℂ)` does not have this trouble, because `amplitude` always returns a real number, so Lean can only insert the coercion to `ℂ` afterwards.

The repair writes `((deriv ξ x : ℝ) : ℂ)`. The inner annotation fixes the derivative as real, and the outer one then coerces its value to `ℂ`. With the statement now well typed, `exact_mod_cast ha` proves it from the real identity as before.
